# No molecular binding in grid Thomas–Fermi theory with a Stieltjes Poisson matrix

Two atoms are brought together on a grid, and their electrons are allowed to relax. If the total energy falls below the sum of the energies of the separate atoms, the model binds them. In Thomas–Fermi theory, where the kinetic energy depends only on the local density, the question is whether this can happen at all once space has been replaced by finitely many sites.

## An inequality between molecule and fragments

Let $x_i\ge 0$ be the number of electrons at site $i$ and $b_i\ge 0$ the nuclear charge there. The total number of electrons is left free. The energy is

$$
\mathcal E_b(x)=c\sum_i x_i^{5/3}+\tfrac12\langle x-b,K(x-b)\rangle,\qquad
E(b)=\inf_{x\ge 0}\mathcal E_b(x).
$$

The first term is the kinetic energy of a locally uniform electron gas, whose strength is set by $c\ge0$. The second is the electrostatic energy of the net charge, with interaction matrix $K=A^{-1}$. The matrix $A$ plays the part of the discretised Poisson operator. It is assumed to be a Stieltjes matrix: real, symmetric and positive definite, with $A_{ij}\le 0$ for $i\ne j$. Then, for all $b,b'\ge0$,

$$
E(b+b')\ \ge\ E(b)+E(b').
$$

## Binding energies from a grid solver

For a Thomas–Fermi solver without exchange or gradient corrections, the inequality is a check on computed binding energies, provided that molecule and fragments use the same grid, $A$ and $c$, and that each nucleus stays at the site it occupies in the molecule. The usual second-order finite-difference Laplacian with zero boundary values gives a suitable $A$. On a cubic grid of spacing $h$, in atomic units, $A=(h^3/4\pi)(-\Delta_h)$, and $c$ is the Thomas–Fermi constant divided by $h^2$. The usual fourth-order central stencil, which reaches second neighbours along each axis, gives $A$ some positive off-diagonal entries, so the theorem does not apply to it.

For the molecule and for each fragment, the energy of any nonnegative trial density is an upper bound to the ground-state energy. If a solver with nonnegative densities reports binding although its energies are evaluated accurately, at least one fragment has not been fully relaxed, where relaxation includes the electron number. A solver that fixes this number can report binding for oppositely charged fragments, since these are relaxed only under that constraint.

A comparison goes wrong if the nuclear repulsion is left out. The inequality concerns the energy of the net charge $x-b$, which contains $\tfrac12\langle b,Kb\rangle$. The nuclear self-energies cancel between molecule and fragments, but the repulsion $\langle b,Kb'\rangle$ remains. It has to be computed with the same $K$; if the point-charge formula is used instead, the theorem does not cover the result. Without the nuclear term the inequality can fail: for one site with $K=1$ and $c=0$, the minimum of what is left is $-b^2/2$, which gives $-2$ for $b=2$ but only $-1$ for two fragments with $b=1$.

## Splitting the molecular density by screening

**Minimum principle.** Suppose that $(A\varphi)_i\ge0$ wherever $\varphi_i<0$. Then $\varphi\ge0$. To see this, put $m_i=\max(-\varphi_i,0)$ and $p=m+\varphi$, the negative and positive parts of $\varphi$. Since $m_ip_i=0$, the diagonal drops out and

$$
\langle m,Ap\rangle=\sum_{i\ne j}m_iA_{ij}p_j\le0 .
$$

Also $\langle m,A\varphi\rangle\ge0$, because $m_i$ is nonzero only where $\varphi_i<0$. Hence $\langle m,Am\rangle=\langle m,Ap\rangle-\langle m,A\varphi\rangle\le0$, and positive definiteness gives $m=0$.

**Screening.** Take any density $x\ge0$ for the molecule. Among all $y$ with $0\le y\le x$, choose one that minimises $\langle b-y,K(b-y)\rangle$. It exists because the function is continuous and the box is compact. Let $\varphi=K(b-y)$ be the potential of the nuclei $b$ screened by $y$. If $y_i$ may be changed by $s$ within the box, it may also be changed by $ts$ for $0\le t\le1$, and minimality gives

$$
-2ts\varphi_i+t^2s^2K_{ii}\ge0 .
$$

Dividing by $t>0$ and letting $t\to0$ yields $s\varphi_i\le0$. Two choices of $s$ are needed.

- With $s=-y_i$, we get $y_i\varphi_i\ge0$. Where $\varphi_i<0$, this forces $y_i=0$, so $(A\varphi)_i=b_i-y_i=b_i\ge0$. The minimum principle then gives $\varphi\ge0$ everywhere.
- With $s=x_i-y_i\ge0$, we get $(x_i-y_i)\varphi_i\le0$. Both factors are nonnegative, so the product is zero.

The electrons not used for screening therefore sit only where the potential of the screened fragment vanishes.

**Energy of the two parts.** Give $y$ to the fragment $b$ and $z=x-y$ to the fragment $b'$. For $s,t\ge0$,

$$
s^{5/3}+t^{5/3}=s\,s^{2/3}+t\,t^{2/3}\le(s+t)(s+t)^{2/3}=(s+t)^{5/3},
$$

so the split does not raise the kinetic energy. The net charge is $x-b-b'=(y-b)+(z-b')$, and since $K$ is symmetric the electrostatic cross term is

$$
\langle z-b',K(y-b)\rangle=\langle b',\varphi\rangle-\langle z,\varphi\rangle=\langle b',\varphi\rangle\ge0 .
$$

Consequently

$$
\mathcal E_{b+b'}(x)\ge\mathcal E_b(y)+\mathcal E_{b'}(z)\ge E(b)+E(b').
$$

This holds for every $x\ge0$, and taking the infimum over $x$ gives the result.

## The inequality in Lean

`tfEnergy K c b x` is $\mathcal E_b(x)$, and `groundEnergy K c b` is $E(b)$, written as the infimum `sInf` of the energies of nonnegative densities. The finite type `n` labels the sites. The symbols `*ᵥ` and `⬝ᵥ` are the matrix–vector and dot products, and `0 ≤ b` is meant site by site. In `no_binding`, the hypothesis `hA : A.PosDef` includes symmetry, and `hoff` is the sign condition on $A$, not on $K$.

```lean
import Mathlib

open Matrix

namespace ThomasFermiNoBinding

noncomputable section

variable {n : Type*} [Fintype n]

/-- Discretised Thomas-Fermi energy of the electron density `x` with nuclear charges `b`:
kinetic energy plus the electrostatic energy of the net charge `x - b` with interaction `K`. -/
def tfEnergy (K : Matrix n n ℝ) (c : ℝ) (b x : n → ℝ) : ℝ :=
  c * ∑ i, x i ^ (5 / 3 : ℝ) + ((x - b) ⬝ᵥ (K *ᵥ (x - b))) / 2

/-- Ground-state energy: the infimum of the Thomas-Fermi energy over nonnegative densities. -/
def groundEnergy (K : Matrix n n ℝ) (c : ℝ) (b : n → ℝ) : ℝ :=
  sInf (tfEnergy K c b '' {x | 0 ≤ x})

/-- Variational principle: for a positive semidefinite interaction and `c ≥ 0`, every
nonnegative trial density gives an upper bound to the ground-state energy. -/
theorem groundEnergy_le {K : Matrix n n ℝ} (hK : K.PosSemidef) {c : ℝ} (hc : 0 ≤ c)
    (b : n → ℝ) {x : n → ℝ} (hx : 0 ≤ x) : groundEnergy K c b ≤ tfEnergy K c b x := by
  refine csInf_le ⟨0, ?_⟩ ⟨x, hx, rfl⟩
  rintro _ ⟨z, hz, rfl⟩
  have hq := hK.dotProduct_mulVec_nonneg (z - b)
  rw [star_trivial] at hq
  exact add_nonneg (mul_nonneg hc (Finset.sum_nonneg fun i _ => Real.rpow_nonneg (hz i) _))
    (div_nonneg hq (by norm_num))

/-- For a symmetric interaction, the energy of charge `u` in the potential of `v` equals
that of `v` in the potential of `u`. -/
theorem reciprocity {K : Matrix n n ℝ} (hK : K.IsHermitian) (u v : n → ℝ) :
    u ⬝ᵥ (K *ᵥ v) = v ⬝ᵥ (K *ᵥ u) := by
  have h : Kᵀ = K := by
    rw [← conjTranspose_eq_transpose_of_trivial]
    exact hK.eq
  rw [dotProduct_mulVec, ← mulVec_transpose, h, dotProduct_comm]

/-- The Thomas-Fermi kinetic energy density is superadditive on nonnegative densities. -/
theorem kinetic_superadditive {s t : ℝ} (hs : 0 ≤ s) (ht : 0 ≤ t) :
    s ^ (5 / 3 : ℝ) + t ^ (5 / 3 : ℝ) ≤ (s + t) ^ (5 / 3 : ℝ) := by
  have e : ∀ r : ℝ, 0 ≤ r → r ^ (5 / 3 : ℝ) = r * r ^ (2 / 3 : ℝ) := fun r hr => by
    rw [← Real.rpow_one_add' hr (by norm_num)]
    norm_num
  have h : ∀ r : ℝ, 0 ≤ r → r ≤ s + t → r * r ^ (2 / 3 : ℝ) ≤ r * (s + t) ^ (2 / 3 : ℝ) :=
    fun r hr h => mul_le_mul_of_nonneg_left (Real.rpow_le_rpow hr h (by norm_num)) hr
  rw [e s hs, e t ht, e _ (add_nonneg hs ht)]
  linarith [h s hs (by linarith), h t ht (by linarith)]

/-- Minimum principle: let `A` be positive definite with nonpositive off-diagonal entries.
A potential whose source `A φ` is nonnegative wherever `φ < 0` is nonnegative everywhere. -/
theorem minimum_principle {A : Matrix n n ℝ} (hA : A.PosDef)
    (hoff : ∀ i j, i ≠ j → A i j ≤ 0) (φ : n → ℝ)
    (h : ∀ i, φ i < 0 → 0 ≤ (A *ᵥ φ) i) : 0 ≤ φ := by
  -- `m` is the negative part of the potential
  obtain ⟨m, hm⟩ : ∃ m : n → ℝ, ∀ i, m i = max (-φ i) 0 := ⟨_, fun _ => rfl⟩
  have hm0 : ∀ i, 0 ≤ m i := fun i => by rw [hm]; exact le_max_right _ _
  have hp : ∀ i, 0 ≤ m i + φ i := fun i => by
    rw [hm]; linarith [le_max_left (-φ i) 0]
  have hmp : ∀ i, m i * (m i + φ i) = 0 := fun i => by
    rcases le_total (φ i) 0 with hi | hi
    · rw [hm, max_eq_left (by linarith)]; ring
    · rw [hm, max_eq_right (by linarith)]; ring
  have h1 : m ⬝ᵥ (A *ᵥ (m + φ)) ≤ 0 := by
    simp only [dotProduct, mulVec, Finset.mul_sum, Pi.add_apply]
    refine Finset.sum_nonpos fun i _ => Finset.sum_nonpos fun j _ => ?_
    by_cases hij : i = j
    · subst hij
      exact le_of_eq (by linear_combination A i i * hmp i)
    · linarith [mul_nonneg (hm0 i) (mul_nonneg (neg_nonneg.2 (hoff i j hij)) (hp j))]
  have h2 : 0 ≤ m ⬝ᵥ (A *ᵥ φ) := Finset.sum_nonneg fun i _ => by
    rcases lt_or_ge (φ i) 0 with hi | hi
    · exact mul_nonneg (hm0 i) (h i hi)
    · rw [hm, max_eq_right (by linarith), zero_mul]
  have hz : m = 0 := by
    by_contra hne
    have hpos := hA.dotProduct_mulVec_pos hne
    rw [star_trivial] at hpos
    rw [mulVec_add, dotProduct_add] at h1
    linarith
  intro i
  simpa [hz] using hp i

variable [DecidableEq n]

/-- Screening: let `A` be positive definite with nonpositive off-diagonal entries. Any density
`x ≥ 0` has a part `y` that leaves nuclei `b ≥ 0` with a nonnegative potential, which vanishes
wherever `y` differs from `x`. -/
theorem exists_screening {A : Matrix n n ℝ} (hA : A.PosDef)
    (hoff : ∀ i j, i ≠ j → A i j ≤ 0) {b x : n → ℝ} (hb : 0 ≤ b) (hx : 0 ≤ x) :
    ∃ y, 0 ≤ y ∧ y ≤ x ∧ 0 ≤ A⁻¹ *ᵥ (b - y) ∧
      ∀ i, (A⁻¹ *ᵥ (b - y)) i * (x i - y i) = 0 := by
  -- `y` minimises the electrostatic energy of `b - y`
  have hcont : Continuous fun y : n → ℝ => (b - y) ⬝ᵥ (A⁻¹ *ᵥ (b - y)) := by
    simp only [dotProduct, mulVec, Pi.sub_apply]
    fun_prop
  obtain ⟨y, hy, hmin⟩ := isCompact_Icc.exists_isMinOn
    (⟨0, le_rfl, hx⟩ : (Set.Icc 0 x).Nonempty) hcont.continuousOn
  -- first-order condition for changing the charge at one site
  have key : ∀ i s, 0 ≤ y i + s → y i + s ≤ x i → s * (A⁻¹ *ᵥ (b - y)) i ≤ 0 := by
    intro i s h0 h1
    have hz : y + Pi.single i s ∈ Set.Icc 0 x := by
      refine ⟨fun j => ?_, fun j => ?_⟩ <;> rcases eq_or_ne j i with rfl | hj
      · simpa using h0
      · simpa [Pi.single_apply, hj] using hy.1 j
      · simpa using h1
      · simpa [Pi.single_apply, hj] using hy.2 j
    rw [← single_dotProduct]
    generalize (Pi.single i s : n → ℝ) = d at hz ⊢
    have hk := hA.inv.posSemidef.dotProduct_mulVec_nonneg d
    rw [star_trivial] at hk
    have hv : ∀ t : ℝ, 0 ≤ t → t ≤ 1 →
        0 ≤ -2 * t * (d ⬝ᵥ (A⁻¹ *ᵥ (b - y))) + t ^ 2 * (d ⬝ᵥ (A⁻¹ *ᵥ d)) := by
      intro t ht0 ht1
      have h := isMinOn_iff.1 hmin _ ((convex_Icc 0 x).add_smul_mem hy hz ⟨ht0, ht1⟩)
      have e : b - (y + t • d) = (b - y) + (-t) • d := by rw [neg_smul]; abel
      simp only [e, mulVec_add, mulVec_smul, dotProduct_add, add_dotProduct,
        smul_dotProduct, dotProduct_smul, smul_eq_mul] at h
      rw [reciprocity hA.inv.isHermitian (b - y) d] at h
      linarith
    generalize d ⬝ᵥ (A⁻¹ *ᵥ (b - y)) = a at hv ⊢
    generalize d ⬝ᵥ (A⁻¹ *ᵥ d) = k at hk hv
    by_contra hneg
    have ha := not_le.1 hneg
    have hka : 0 < k + a := by linarith
    obtain ⟨T, hT⟩ : ∃ T, T = a / (k + a) := ⟨_, rfl⟩
    have hT0 : 0 < T := by rw [hT]; exact div_pos ha hka
    have hT1 : T ≤ 1 := by rw [hT, div_le_iff₀ hka]; linarith
    have e : T * (k + a) = a := by rw [hT]; exact div_mul_cancel₀ _ hka.ne'
    have e2 : -2 * T * a + T ^ 2 * k = -(T * a) - T * T * a := by linear_combination T * e
    linarith [hv T hT0.le hT1, mul_pos hT0 ha, mul_pos (mul_pos hT0 hT0) ha]
  have hpos : 0 ≤ A⁻¹ *ᵥ (b - y) := by
    refine minimum_principle hA hoff _ fun i hi => ?_
    rw [mulVec_mulVec, mul_nonsing_inv _ (isUnit_iff_ne_zero.2 hA.det_pos.ne'), one_mulVec]
    have hxi : 0 ≤ x i := hx i
    have h := key i (-y i) (by linarith) (by linarith)
    have hyi : y i ≤ 0 := by
      by_contra hc
      linarith [mul_pos (not_le.1 hc) (neg_pos.2 hi)]
    exact sub_nonneg.2 (hyi.trans (hb i))
  refine ⟨y, hy.1, hy.2, hpos, fun i => ?_⟩
  have hyx : y i ≤ x i := hy.2 i
  have hpi : 0 ≤ (A⁻¹ *ᵥ (b - y)) i := hpos i
  have h1 := key i (x i - y i) (by linarith [show 0 ≤ x i from hx i]) (by linarith)
  linarith [mul_nonneg hpi (sub_nonneg.2 hyx)]

/-- Teller's no-binding theorem, discretised: if the interaction is the inverse of a positive
definite matrix with nonpositive off-diagonal entries and `c ≥ 0`, a molecule with nuclear
charges `b + b'`, where `b, b' ≥ 0`, has at least the energy of its separate fragments. -/
theorem no_binding {A : Matrix n n ℝ} (hA : A.PosDef) (hoff : ∀ i j, i ≠ j → A i j ≤ 0)
    {c : ℝ} (hc : 0 ≤ c) {b b' : n → ℝ} (hb : 0 ≤ b) (hb' : 0 ≤ b') :
    groundEnergy A⁻¹ c b + groundEnergy A⁻¹ c b' ≤ groundEnergy A⁻¹ c (b + b') := by
  refine le_csInf ⟨_, 0, le_refl (0 : n → ℝ), rfl⟩ ?_
  rintro _ ⟨x, hx, rfl⟩
  obtain ⟨y, hy, hyx, hφ, hcomp⟩ := exists_screening hA hoff hb hx
  -- give `y` to the first fragment and `x - y` to the second
  have h1 := groundEnergy_le hA.inv.posSemidef hc b hy
  have h2 := groundEnergy_le hA.inv.posSemidef hc b' (sub_nonneg.2 hyx)
  have hkin : ∑ i, y i ^ (5 / 3 : ℝ) + ∑ i, (x - y) i ^ (5 / 3 : ℝ)
      ≤ ∑ i, x i ^ (5 / 3 : ℝ) := by
    rw [← Finset.sum_add_distrib]
    refine Finset.sum_le_sum fun i _ => ?_
    have h := kinetic_superadditive (hy i) (sub_nonneg.2 (hyx i))
    rwa [add_sub_cancel] at h
  -- the remaining electrons sit only where the first fragment is fully screened
  have hcross : 0 ≤ (x - y - b') ⬝ᵥ (A⁻¹ *ᵥ (y - b)) := by
    rw [← neg_sub b y, mulVec_neg]
    refine Finset.sum_nonneg fun i _ => ?_
    have hbi : 0 ≤ b' i := hb' i
    have hpi : 0 ≤ (A⁻¹ *ᵥ (b - y)) i := hφ i
    change 0 ≤ (x i - y i - b' i) * -(A⁻¹ *ᵥ (b - y)) i
    linarith [mul_nonneg hpi hbi, hcomp i]
  have e : x - (b + b') = (y - b) + (x - y - b') := by abel
  have hk := mul_le_mul_of_nonneg_left hkin hc
  unfold tfEnergy at h1 h2 ⊢
  rw [e, mulVec_add, dotProduct_add, add_dotProduct, add_dotProduct,
    reciprocity hA.inv.isHermitian (y - b) (x - y - b')]
  linarith

/-- Minus the two-site lattice Laplacian with fixed ends is positive definite and has nonpositive
off-diagonal entries. -/
theorem no_binding_witness : (!![2, -1; -1, 2] : Matrix (Fin 2) (Fin 2) ℝ).PosDef ∧
    ∀ i j, i ≠ j → (!![2, -1; -1, 2] : Matrix (Fin 2) (Fin 2) ℝ) i j ≤ 0 := by
  constructor
  · rw [posDef_iff_dotProduct_mulVec]
    refine ⟨IsHermitian.ext fun i j => by fin_cases i <;> fin_cases j <;> simp, ?_⟩
    intro x hx
    have e : star x ⬝ᵥ ((!![2, -1; -1, 2] : Matrix (Fin 2) (Fin 2) ℝ) *ᵥ x)
        = x 0 ^ 2 + (x 0 - x 1) ^ 2 + x 1 ^ 2 := by
      simp [dotProduct, mulVec, Fin.sum_univ_two]
      ring
    rw [e]
    by_contra h
    have p := sq_nonneg (x 0)
    have q := sq_nonneg (x 1)
    have r := sq_nonneg (x 0 - x 1)
    have h0 : x 0 = 0 := (pow_eq_zero_iff two_ne_zero).1 (by linarith)
    have h1 : x 1 = 0 := (pow_eq_zero_iff two_ne_zero).1 (by linarith)
    exact hx (by ext i; fin_cases i; exacts [h0, h1])
  · intro i j hij
    fin_cases i <;> fin_cases j <;> simp at hij ⊢

end

end ThomasFermiNoBinding
```

```lean
#print axioms ThomasFermiNoBinding.no_binding
```

```
'ThomasFermiNoBinding.no_binding' depends on axioms: [propext, Classical.choice, Quot.sound]
```

`groundEnergy_le` is the variational principle; it uses the fact that all the energies are bounded below by zero. `reciprocity` expresses the symmetry of the interaction, and `kinetic_superadditive` is the inequality for the power $5/3$. `minimum_principle` follows the argument above, with `h1` and `h2` holding the signs of $\langle m,Ap\rangle$ and $\langle m,A\varphi\rangle$.

In `exists_screening`, `isCompact_Icc.exists_isMinOn` supplies the minimiser $y$, and `key` is the first-order condition $s\varphi_i\le0$. Instead of taking $t\to0$, the code argues by contradiction. With $a=s\varphi_i>0$ and $k=s^2K_{ii}\ge0$, it inserts $t=a/(k+a)$, for which the minimised quadratic form would change by $-ta-t^2a<0$.

In `no_binding`, `le_csInf` reduces the claim to one arbitrary molecular density `x`. The steps `hkin` and `hcross` are the kinetic comparison and the sign of the cross term. After the quadratic form has been expanded, `linarith` adds them to the two variational bounds `h1` and `h2`.

`no_binding_witness` confirms that minus the two-site Laplacian with fixed ends satisfies both conditions on $A$.

## Fixed grid, free electron number

The theorem holds for any finite number of sites and in any geometry, since only the matrix $A$ enters. It allows $c=0$, and `b` and `b'` may share sites. Applying it repeatedly extends the bound to several fragments.

Teller's no-binding theorem, after which `no_binding` is described in the file, concerns continuous densities and point nuclei in three-dimensional space. The result here is its analogue on a fixed grid, and no limit of vanishing spacing is taken.

The electron number is not prescribed. Molecule and fragments each minimise over all nonnegative densities, so the inequality makes no statement about ions with a given charge. The ground-state energy is defined as an infimum, and the proof needs no molecular minimiser. Nor does the inequality say that the molecular energy is strictly higher than that of the fragments.

The functional contains no exchange, correlation or density-gradient term, so a method that includes them may bind molecules without contradicting the theorem.

Positive definiteness of $A$ is not sufficient by itself, as a two-site example worked out by hand and absent from the file shows. Take $A=\begin{pmatrix}2&1\\1&2\end{pmatrix}$, $b=(1,0)$ and $b'=(0,1)$. The empty density $x=0$ gives $E(b+b')\le\tfrac13$ for every $c$. As $c$ grows, electrons become too costly and each fragment energy tends to $\tfrac13$. For large $c$ the fragments together therefore lie above the molecule, and the model binds.
